# The One-Particle Energy at Fixed Occupations Is Lowest When the Lowest Levels Hold the Largest Occupations

After diagonalising a Fock matrix, an electronic-structure program usually lists the orbitals by ascending energy and gives the largest occupations to the lowest ones. For a fixed real symmetric one-particle matrix and a fixed list of occupations, this choice gives the lowest one-particle energy that any orthonormal set of real orbitals in the same basis can reach.

```lean
import Mathlib

open Matrix

namespace OrbitalOptimisation

noncomputable section

variable {n : ℕ}

/-- The one-particle density matrix with occupations `occ` of the orbitals in the columns of `U`. -/
def density (U : Matrix (Fin n) (Fin n) ℝ) (occ : Fin n → ℝ) : Matrix (Fin n) (Fin n) ℝ :=
  U * diagonal occ * Uᵀ

/-- The one-particle energy: the trace of `h` times the density matrix. -/
def energy (h U : Matrix (Fin n) (Fin n) ℝ) (occ : Fin n → ℝ) : ℝ :=
  trace (h * density U occ)

/-- The columns of `V` are orthonormal eigenvectors of `h`, with energies `e` in ascending order. -/
structure IsCanonical (h V : Matrix (Fin n) (Fin n) ℝ) (e : Fin n → ℝ) : Prop where
  orth : Vᵀ * V = 1
  eig : h * V = V * diagonal e
  ascending : Monotone e

/-- The squared entries of an overlap matrix `W`. -/
def weights (W : Matrix (Fin n) (Fin n) ℝ) : Matrix (Fin n) (Fin n) ℝ :=
  Matrix.of fun i j => W i j ^ 2

/-- Every real symmetric `h` has canonical orbitals. -/
theorem exists_isCanonical (h : Matrix (Fin n) (Fin n) ℝ) (hs : h.IsSymm) :
    ∃ V e, IsCanonical h V e := by
  have hH : h.IsHermitian := by
    rw [Matrix.IsHermitian, Matrix.conjTranspose_eq_transpose_of_trivial]
    exact hs
  -- sort the eigenvectors of the spectral theorem by energy
  let s := Tuple.sort hH.eigenvalues
  refine ⟨Matrix.of fun i k => (hH.eigenvectorBasis (s k)).ofLp i,
    hH.eigenvalues ∘ s, ?_, ?_, Tuple.monotone_sort _⟩
  · ext k l
    have ho := orthonormal_iff_ite.mp hH.eigenvectorBasis.orthonormal (s k) (s l)
    rw [PiLp.inner_apply] at ho
    rw [Matrix.mul_apply, Matrix.one_apply]
    simp only [s.injective.eq_iff] at ho
    rw [← ho]
    refine Finset.sum_congr rfl fun i _ => ?_
    simp [mul_comm]
  · ext i k
    have hk := congrFun (hH.mulVec_eigenvectorBasis (s k)) i
    rw [Matrix.mul_diagonal, mul_comm]
    exact hk

/-- The energy is the sum of the canonical energies, each multiplied by the occupation that
the orbitals `U` give to that canonical orbital through their squared overlaps. -/
theorem energy_eq_weights {h V : Matrix (Fin n) (Fin n) ℝ} {e : Fin n → ℝ}
    (hV : IsCanonical h V e) (U : Matrix (Fin n) (Fin n) ℝ) (occ : Fin n → ℝ) :
    energy h U occ = ∑ i, e i * ∑ j, weights (Vᵀ * U) i j * occ j := by
  have hVV : V * Vᵀ = 1 := mul_eq_one_comm.mp hV.orth
  have hh : h = V * diagonal e * Vᵀ := by
    rw [← hV.eig, Matrix.mul_assoc, hVV, Matrix.mul_one]
  -- cyclicity of the trace moves everything to the canonical basis
  have hcyc : energy h U occ
      = trace (diagonal e * ((Vᵀ * U) * diagonal occ * (Vᵀ * U)ᵀ)) := by
    have h1 : h * density U occ = V * (diagonal e * Vᵀ * (U * diagonal occ * Uᵀ)) := by
      rw [hh, density]
      simp only [Matrix.mul_assoc]
    rw [energy, h1, Matrix.trace_mul_comm, Matrix.transpose_mul, Matrix.transpose_transpose]
    simp only [Matrix.mul_assoc]
  rw [hcyc, Matrix.trace]
  refine Finset.sum_congr rfl fun i _ => ?_
  rw [Matrix.diag_apply, Matrix.diagonal_mul, Matrix.mul_apply]
  congr 1
  refine Finset.sum_congr rfl fun j _ => ?_
  rw [Matrix.mul_diagonal, Matrix.transpose_apply, weights, Matrix.of_apply]
  ring

/-- The squared entries of an orthogonal matrix are a weighted average of permutations, so the
energy expression is the same average of energies with permuted occupations. -/
theorem exists_permutation_average {W : Matrix (Fin n) (Fin n) ℝ} (hW : Wᵀ * W = 1) :
    ∃ w : Equiv.Perm (Fin n) → ℝ, (∀ σ, 0 ≤ w σ) ∧ ∑ σ, w σ = 1 ∧
      (∀ i j, weights W i j = ∑ σ, if σ i = j then w σ else 0) ∧
      ∀ e occ : Fin n → ℝ, ∑ i, e i * ∑ j, weights W i j * occ j
        = ∑ σ, w σ * ∑ i, e i * occ (σ i) := by
  have hW' : W * Wᵀ = 1 := mul_eq_one_comm.mp hW
  have hds : weights W ∈ doublyStochastic ℝ (Fin n) := by
    rw [mem_doublyStochastic_iff_sum]
    refine ⟨fun i j => sq_nonneg (W i j), fun i => ?_, fun j => ?_⟩
    · have hi := congrFun (congrFun hW' i) i
      simpa [Matrix.mul_apply, weights, sq] using hi
    · have hj := congrFun (congrFun hW j) j
      simpa [Matrix.mul_apply, weights, sq] using hj
  -- Birkhoff's theorem
  obtain ⟨w, hw0, hw1, hD⟩ := exists_eq_sum_perm_of_mem_doublyStochastic hds
  have entry : ∀ i j, weights W i j = ∑ σ, if σ i = j then w σ else 0 := by
    intro i j
    rw [← hD]
    simp [Matrix.sum_apply, Equiv.Perm.permMatrix, PEquiv.toMatrix_apply, Equiv.toPEquiv_apply]
  refine ⟨w, hw0, hw1, entry, fun e occ => ?_⟩
  have row : ∀ i, ∑ j, weights W i j * occ j = ∑ σ, w σ * occ (σ i) := by
    intro i
    simp only [entry, Finset.sum_mul]
    rw [Finset.sum_comm]
    simp [ite_mul]
  simp only [row, Finset.mul_sum]
  rw [Finset.sum_comm]
  refine Finset.sum_congr rfl fun σ _ => Finset.sum_congr rfl fun i _ => ?_
  ring

/-- Canonical orbitals filled in order have energy `∑ e_k occ_k`. -/
theorem energy_canonical {h V : Matrix (Fin n) (Fin n) ℝ} {e : Fin n → ℝ}
    (hV : IsCanonical h V e) (occ : Fin n → ℝ) :
    energy h V occ = ∑ k, e k * occ k := by
  rw [energy_eq_weights hV, hV.orth]
  simp [weights, Matrix.one_apply]

/-- For non-increasing occupations, the minimum of the energy over all orthogonal `U` is
`∑ e_k occ_k`, where `e` are the ascending eigenvalues of `h`. -/
theorem isLeast_energy {h V : Matrix (Fin n) (Fin n) ℝ} {e occ : Fin n → ℝ}
    (hV : IsCanonical h V e) (hocc : Antitone occ) :
    IsLeast {E | ∃ U : Matrix (Fin n) (Fin n) ℝ, Uᵀ * U = 1 ∧ energy h U occ = E}
      (∑ k, e k * occ k) := by
  refine ⟨⟨V, hV.orth, energy_canonical hV occ⟩, ?_⟩
  rintro E ⟨U, hU, rfl⟩
  have hW : (Vᵀ * U)ᵀ * (Vᵀ * U) = 1 := by
    rw [Matrix.transpose_mul, Matrix.transpose_transpose, Matrix.mul_assoc,
      ← Matrix.mul_assoc V, mul_eq_one_comm.mp hV.orth, Matrix.one_mul, hU]
  obtain ⟨w, hw0, hw1, -, havg⟩ := exists_permutation_average hW
  rw [energy_eq_weights hV, havg, ← one_mul (∑ k, e k * occ k), ← hw1, Finset.sum_mul]
  -- rearrangement inequality for each permutation
  exact Finset.sum_le_sum fun σ _ => mul_le_mul_of_nonneg_left
    (hV.ascending.antivary hocc).sum_mul_le_sum_mul_comp_perm (hw0 σ)

/-- With strictly ascending levels and strictly decreasing occupations, every permutation of the
occupations other than the identity raises the energy. -/
theorem permuted_energy_lt {e occ : Fin n → ℝ} (he : StrictMono e) (hocc : StrictAnti occ)
    {σ : Equiv.Perm (Fin n)} (hσ : σ ≠ 1) :
    ∑ i, e i * occ i < ∑ i, e i * occ (σ i) := by
  refine (he.monotone.antivary hocc.antitone).sum_mul_lt_sum_mul_comp_perm_iff.mpr
    fun hA => hσ ?_
  have hm : StrictMono σ := by
    intro i j hij
    by_contra hc
    have hlt : σ j < σ i := lt_of_le_of_ne (not_lt.mp hc) fun q => hij.ne' (σ.injective q)
    exact absurd (hA (hocc hlt)) (not_le_of_gt (he hij))
  have hm' : StrictMono σ.symm := by
    intro i j hij
    apply hm.lt_iff_lt.mp
    simpa using hij
  ext1 i
  have h2 : σ i ≤ σ.symm (σ i) := hm'.le_apply
  rw [Equiv.symm_apply_apply] at h2
  exact le_antisymm h2 hm.le_apply

/-- With non-degenerate levels and strictly decreasing occupations, orthonormal orbitals `U` reach
the energy `∑ e_k occ_k` exactly when their density matrix is that of the canonical orbitals. -/
theorem energy_eq_min_iff {h V U : Matrix (Fin n) (Fin n) ℝ} {e occ : Fin n → ℝ}
    (hV : IsCanonical h V e) (he : StrictMono e) (hocc : StrictAnti occ) (hU : Uᵀ * U = 1) :
    energy h U occ = ∑ k, e k * occ k ↔ density U occ = density V occ := by
  have hVV : V * Vᵀ = 1 := mul_eq_one_comm.mp hV.orth
  constructor
  · intro hE
    have hW : (Vᵀ * U)ᵀ * (Vᵀ * U) = 1 := by
      rw [Matrix.transpose_mul, Matrix.transpose_transpose, Matrix.mul_assoc,
        ← Matrix.mul_assoc V, hVV, Matrix.one_mul, hU]
    obtain ⟨w, hw0, hw1, entry, havg⟩ := exists_permutation_average hW
    rw [energy_eq_weights hV, havg] at hE
    -- the excess energies of the permutations average to zero, so each term vanishes
    have hsum : ∑ σ, w σ * (∑ i, e i * occ (σ i) - ∑ i, e i * occ i) = 0 := by
      simp only [mul_sub, Finset.sum_sub_distrib]
      rw [hE, ← Finset.sum_mul, hw1, one_mul, sub_self]
    have hzero := (Finset.sum_eq_zero_iff_of_nonneg fun σ _ => mul_nonneg (hw0 σ)
      (sub_nonneg.mpr (he.monotone.antivary
        hocc.antitone).sum_mul_le_sum_mul_comp_perm)).mp hsum
    have hoff : ∀ i j, i ≠ j → (Vᵀ * U) i j = 0 := by
      intro i j hij
      have hz : weights (Vᵀ * U) i j = 0 := by
        rw [entry]
        refine Finset.sum_eq_zero fun σ _ => ?_
        split_ifs with hσ
        · have hne : σ ≠ 1 := by
            rintro rfl
            exact hij hσ
          exact (mul_eq_zero.mp (hzero σ (Finset.mem_univ σ))).resolve_right
            (sub_pos.mpr (permuted_energy_lt he hocc hne)).ne'
        · rfl
      exact pow_eq_zero_iff two_ne_zero |>.mp hz
    -- a diagonal overlap matrix commutes with the occupations
    have hcomm : (Vᵀ * U) * diagonal occ = diagonal occ * (Vᵀ * U) := by
      ext i j
      rw [Matrix.mul_diagonal, Matrix.diagonal_mul]
      by_cases hij : i = j
      · rw [hij, mul_comm]
      · rw [hoff i j hij, zero_mul, mul_zero]
    calc density U occ = (V * Vᵀ) * U * diagonal occ * Uᵀ := by
          rw [hVV, Matrix.one_mul, density]
      _ = V * ((Vᵀ * U) * diagonal occ) * Uᵀ := by simp only [Matrix.mul_assoc]
      _ = V * diagonal occ * Vᵀ * (U * Uᵀ) := by
          rw [hcomm]
          simp only [Matrix.mul_assoc]
      _ = density V occ := by rw [mul_eq_one_comm.mp hU, Matrix.mul_one, density]
  · intro hd
    rw [energy, hd]
    exact energy_canonical hV occ

/-- Rotating two orbitals of energies `e 0`, `e 1` by an angle `θ` changes the energy by
`(e 1 - e 0) (occ 0 - occ 1) sin² θ`. -/
theorem energy_rotation (e occ : Fin 2 → ℝ) (θ : ℝ) :
    energy (diagonal e) !![Real.cos θ, -Real.sin θ; Real.sin θ, Real.cos θ] occ
      = e 0 * occ 0 + e 1 * occ 1 + (e 1 - e 0) * (occ 0 - occ 1) * Real.sin θ ^ 2 := by
  have h01 : ∀ d : Fin 2 → ℝ, (diagonal d : Matrix (Fin 2) (Fin 2) ℝ) 0 1 = 0 :=
    fun d => Matrix.diagonal_apply_ne d (by decide)
  have h10 : ∀ d : Fin 2 → ℝ, (diagonal d : Matrix (Fin 2) (Fin 2) ℝ) 1 0 = 0 :=
    fun d => Matrix.diagonal_apply_ne d (by decide)
  simp only [energy, density, Matrix.trace_fin_two, Matrix.mul_apply, Fin.sum_univ_two,
    Matrix.diagonal_apply_eq, h01, h10, Matrix.transpose_apply, Matrix.of_apply,
    Matrix.cons_val_zero, Matrix.cons_val_one]
  linear_combination (e 0 * occ 0 + e 1 * occ 1) * Real.sin_sq_add_cos_sq θ

end

end OrbitalOptimisation
```

```lean
#print axioms OrbitalOptimisation.exists_isCanonical
#print axioms OrbitalOptimisation.isLeast_energy
#print axioms OrbitalOptimisation.energy_eq_min_iff
#print axioms OrbitalOptimisation.energy_rotation
```

```
'OrbitalOptimisation.exists_isCanonical' depends on axioms: [propext, Classical.choice, Quot.sound]
'OrbitalOptimisation.isLeast_energy' depends on axioms: [propext, Classical.choice, Quot.sound]
'OrbitalOptimisation.energy_eq_min_iff' depends on axioms: [propext, Classical.choice, Quot.sound]
'OrbitalOptimisation.energy_rotation' depends on axioms: [propext, Classical.choice, Quot.sound]
```

## The minimum and the orbitals that reach it

Let $h$ be the matrix of a one-particle Hamiltonian in an orthonormal basis of $n$ real orbitals. The occupations are $o_0 \ge o_1 \ge \dots \ge o_{n-1}$, written `occ` in Lean; textbooks usually call them $n_k$, but here $n$ is the number of orbitals. With $O = \mathrm{diag}(o_0,\dots,o_{n-1})$, orbitals in the columns of an orthogonal matrix $U$ have the density matrix and energy

$$D = U O U^T, \qquad E(U) = \mathrm{tr}(hD).$$

These are `density U occ` and `energy h U occ`. The structure `IsCanonical h V e` says that the columns of $V$ are orthonormal eigenvectors of $h$ and that their energies satisfy $e_0 \le e_1 \le \dots \le e_{n-1}$. By `exists_isCanonical`, every real symmetric $h$ has such orbitals.

The main theorem, `isLeast_energy`, considers the set of all energies $E(U)$ with $U^TU = 1$. It states that $\sum_k e_k o_k$ belongs to this set and that no member lies below it. The hypothesis `Antitone occ` says that the occupations are non-increasing, and ties are allowed among both levels and occupations. By `energy_canonical`, the choice $U = V$ gives the minimum.

The theorem `energy_eq_min_iff` concerns uniqueness. If the levels are non-degenerate (`StrictMono e`) and the occupations strictly decrease (`StrictAnti occ`), then orthonormal orbitals $U$ reach the minimum exactly when their density matrix equals that of $V$. The orbitals themselves are not unique, since changing the sign of a column leaves $D$ unchanged.

## Non-interacting electrons and a frozen Fock matrix

For non-interacting electrons in a finite real basis, $E(U)$ is the total electronic energy, and the result is the aufbau rule extended to fractional occupations. The theorems accept any real numbers as occupations. The Pauli principle restricts them to the range from 0 to 2 for spatial orbitals, or from 0 to 1 for spin orbitals.

In a self-consistent field calculation, $h$ stands for the current Fock matrix $F$, which was built from an earlier density. The theorem minimises $\mathrm{tr}(FD)$ with $F$ frozen, but $F$ itself depends on the density matrix, so a lower $\mathrm{tr}(FD)$ doesn't guarantee that the Hartree–Fock energy falls. In an active-space calculation the two-electron energy generally changes too when the orbitals rotate, so the result applies only to the one-particle term.

In its simplest form, an iteration transforms $F$ to an orthonormal basis, diagonalises it, sorts the eigenvectors by energy and forms $D = VOV^T$. Suppose that three levels lie at $-1.0$, $-0.5$ and $0.2$ hartree and that the occupations are 2, 1 and 0. The minimum is then $2(-1.0) + 1(-0.5) = -2.5$ hartree. Moving the single electron to the highest level gives $-1.8$ hartree.

## From orbital overlaps to permuted occupations

Define $W = V^TU$, the matrix of overlaps between the canonical orbitals and the trial orbitals. It is unrelated to the overlap matrix of a non-orthogonal atomic basis. Since $h = V\,\mathrm{diag}(e)\,V^T$, cyclicity of the trace gives

$$E(U) = \mathrm{tr}\big(\mathrm{diag}(e)\, W O W^T\big) = \sum_i e_i \sum_j W_{ij}^2\, o_j .$$

The inner sum is the population of canonical orbital $i$. This is `energy_eq_weights`, where `weights W` is the matrix of squares $W_{ij}^2$. The Lean proof substitutes the spectral form of $h$, moves $V$ around the trace with `Matrix.trace_mul_comm`, and expands the diagonal entries. For $U = V$ the overlap matrix is the identity, and the sum becomes $\sum_k e_k o_k$.

The product of two orthogonal matrices is orthogonal, so $WW^T = W^TW = 1$. The diagonal entries of these equations say that every row and every column of squares sums to 1. The squares are also non-negative, so they form a doubly stochastic matrix. Birkhoff's theorem then supplies coefficients $w_\sigma \ge 0$ with $\sum_\sigma w_\sigma = 1$, one for each permutation $\sigma$ of the indices, such that

$$W_{ij}^2 = \sum_{\sigma:\,\sigma(i)=j} w_\sigma .$$

Inserting this into the energy and exchanging the order of summation gives

$$E(U) = \sum_\sigma w_\sigma E_\sigma, \qquad E_\sigma = \sum_i e_i\, o_{\sigma(i)} .$$

The lemma `exists_permutation_average` contains both formulas. Its proof takes Birkhoff's theorem from Mathlib, reads off the matrix entries, and reorders the sums with `Finset.sum_comm`.

## Why no permutation beats the ordered filling

Suppose that levels $i < j$ hold occupations $a$ and $b$ with $a < b$. Exchanging them lowers the energy by

$$(e_i a + e_j b) - (e_i b + e_j a) = (e_j - e_i)(b-a) \ge 0 .$$

Exchanging neighbours that are in the wrong order eventually sorts the list into $o_0 \ge o_1 \ge \dots$, and the energy never rises on the way. Hence $E_\sigma \ge \sum_k e_k o_k$ for every $\sigma$. An average of numbers that all satisfy this bound satisfies it too, so $E(U) \ge \sum_k e_k o_k$.

In Lean, the inequality for each permutation is Mathlib's rearrangement inequality, `sum_mul_le_sum_mul_comp_perm`. Its input is that ascending energies and non-increasing occupations vary in opposite directions. The proof of `isLeast_energy` multiplies each inequality by $w_\sigma \ge 0$ and sums over $\sigma$.

## When the density matrix is unique

Let the energies strictly increase and the occupations strictly decrease. A permutation other than the identity has some pair $i<j$ with $\sigma(i) > \sigma(j)$, so $o_{\sigma(i)} < o_{\sigma(j)}$. Exchanging this pair strictly lowers the energy, and therefore $E_\sigma > \sum_k e_k o_k$. The lemma `permuted_energy_lt` proves this in the other direction: if the energy were not higher, $\sigma$ would preserve order, and an order-preserving permutation of a finite list is the identity.

If $U$ reaches the minimum, then

$$\sum_\sigma w_\sigma\Big(E_\sigma - \sum_k e_k o_k\Big) = 0 .$$

Every term is non-negative, so every term vanishes, and $w_\sigma = 0$ unless $\sigma$ is the identity. The off-diagonal squares $W_{ij}^2$ are then zero. A diagonal $W$ commutes with $O$, and since $U = VW$,

$$D = V W O W^T V^T = V O W W^T V^T = V O V^T .$$

In the proof of `energy_eq_min_iff`, these steps are `hzero`, `hoff` and `hcomm`, followed by the `calc` block. The converse is immediate, because equal density matrices have equal energies.

The strict hypothesis on the occupations excludes a closed-shell list such as 2, 2, 0. The minimum value still holds there. The minimising density matrix is also still unique if the lowest empty level lies strictly above the highest filled one, but `energy_eq_min_iff` doesn't cover that case.

## One and two orbitals

For $n = 1$ the only orthogonal matrices are $\pm 1$, and both give the energy $e_0 o_0$. For $n = 2$, take $h = \mathrm{diag}(e_0,e_1)$ and rotate the orbitals by an angle $\theta$. The populations of the two levels become $o_0\cos^2\theta + o_1\sin^2\theta$ and $o_0\sin^2\theta + o_1\cos^2\theta$. Multiplying them by $e_0$ and $e_1$ and using $\cos^2\theta = 1 - \sin^2\theta$ gives

$$E(\theta) = e_0 o_0 + e_1 o_1 + (e_1 - e_0)(o_0 - o_1)\sin^2\theta .$$

This is `energy_rotation`, which holds for any order of the levels and occupations. Its proof expands the $2\times 2$ matrices and finishes with the identity $\sin^2\theta + \cos^2\theta = 1$.

The formula shows what ties do. If $e_0 = e_1$ while $o_0 \ne o_1$, the rotation costs nothing, yet it changes $D$ unless $\theta$ is a multiple of $\pi$, so the minimising density matrix is not unique. If $o_0 = o_1$, the rotation also costs nothing, but $D$ is a multiple of the identity and stays the same.
